# The diagonal T1 condition for three distinct fermion modes

In every state of a fermion system, the number operators \(n_i, n_j, n_k\) of three distinct modes satisfy
\[
1-\langle n_i\rangle-\langle n_j\rangle-\langle n_k\rangle+\langle n_i n_j\rangle+\langle n_i n_k\rangle+\langle n_j n_k\rangle\;\ge\;0 .
\]
The left side is the probability that all three modes are filled plus the probability that all three are empty.

```lean
import Mathlib

open scoped ComplexOrder Matrix

namespace DiagonalT1

noncomputable section

variable {ι A : Type*} [Ring A] [StarRing A] [Algebra ℂ A]

/-- The canonical anticommutation relations for annihilators `a i` with creators `star (a i)`. -/
structure IsCAR (a : ι → A) : Prop where
  anti : ∀ i j, a i * a j + a j * a i = 0
  same : ∀ i, a i * star (a i) + star (a i) * a i = 1
  diff : ∀ i j, i ≠ j → a i * star (a j) + star (a j) * a i = 0

/-- A state: a normalised linear functional that is nonnegative on every `x* x`. -/
structure IsState (w : A →ₗ[ℂ] ℂ) : Prop where
  norm : w 1 = 1
  nonneg : ∀ x, 0 ≤ w (star x * x)

/-- The number operator `n_i = a_i* a_i`. -/
def number (a : ι → A) (i : ι) : A := star (a i) * a i

/-- The one-particle density matrix `g(i,j) = w(a_i* a_j)`. -/
def oneRDM (a : ι → A) (w : A →ₗ[ℂ] ℂ) (i j : ι) : ℂ := w (star (a i) * a j)

/-- The two-particle density matrix `D(ij,kl) = w(a_i* a_j* a_l a_k)`. -/
def twoRDM (a : ι → A) (w : A →ₗ[ℂ] ℂ) (i j k l : ι) : ℂ :=
  w (star (a i) * star (a j) * a l * a k)

/-- The diagonal T1 expression of three modes, built from the one- and two-particle
density matrices. -/
def t1 (a : ι → A) (w : A →ₗ[ℂ] ℂ) (i j k : ι) : ℂ :=
  1 - oneRDM a w i i - oneRDM a w j j - oneRDM a w k k
    + twoRDM a w i j i j + twoRDM a w i k i k + twoRDM a w j k j k

omit [Algebra ℂ A] in
/-- The number operator of one mode commutes with the annihilator of another. -/
theorem number_comm {a : ι → A} (h : IsCAR a) {i j : ι} (hij : i ≠ j) :
    number a j * a i = a i * number a j := by
  have e : star (a j) * a j * a i - a i * (star (a j) * a j)
      = star (a j) * (a i * a j + a j * a i)
        - (a i * star (a j) + star (a j) * a i) * a j := by noncomm_ring
  rw [h.anti i j, h.diff i j hij, mul_zero, zero_mul, sub_zero] at e
  exact sub_eq_zero.mp e

omit [Algebra ℂ A] in
/-- For distinct modes the normally ordered pair operator is `n_i n_j`. -/
theorem pair_eq {a : ι → A} (h : IsCAR a) {i j : ι} (hij : i ≠ j) :
    star (a i) * star (a j) * a j * a i = number a i * number a j := by
  calc _ = star (a i) * (number a j * a i) := by simp only [number, mul_assoc]
    _ = star (a i) * (a i * number a j) := by rw [number_comm h hij]
    _ = _ := by simp only [number, mul_assoc]

omit [Algebra ℂ A] in
/-- For distinct modes `n_i n_j n_k` has the form `x* x` with `x = a_k a_j a_i`. -/
theorem triple_eq {a : ι → A} (h : IsCAR a) {i j k : ι}
    (hij : i ≠ j) (hik : i ≠ k) (hjk : j ≠ k) :
    star (a k * a j * a i) * (a k * a j * a i) = number a i * number a j * number a k := by
  calc _ = star (a i) * star (a j) * (number a k * a j) * a i := by
        simp only [number, star_mul, mul_assoc]
    _ = star (a i) * star (a j) * a j * (number a k * a i) := by
        rw [number_comm h hjk]; simp only [mul_assoc]
    _ = (star (a i) * star (a j) * a j * a i) * number a k := by
        rw [number_comm h hik]; simp only [mul_assoc]
    _ = _ := by rw [pair_eq h hij]

omit [Algebra ℂ A] in
/-- Particle-hole exchange: the creators satisfy the same anticommutation relations, and
their number operators are `1 - n_i`. -/
theorem particle_hole {a : ι → A} (h : IsCAR a) :
    IsCAR (fun m => star (a m)) ∧
      ∀ i, number (fun m => star (a m)) i = 1 - number a i := by
  refine ⟨⟨fun i j => ?_, fun i => ?_, fun i j hij => ?_⟩, fun i => ?_⟩
  · have e := congrArg star (h.anti j i)
    simpa only [star_add, star_mul, star_zero] using e
  · simp only [star_star]
    rw [add_comm]
    exact h.same i
  · simp only [star_star]
    rw [add_comm]
    exact h.diff j i hij.symm
  · simp only [number, star_star]
    exact eq_sub_of_add_eq (h.same i)

/-- The weights of "all three modes filled" and "all three modes empty" are nonnegative. -/
theorem weights_nonneg {a : ι → A} (h : IsCAR a) {w : A →ₗ[ℂ] ℂ} (hw : IsState w)
    {i j k : ι} (hij : i ≠ j) (hik : i ≠ k) (hjk : j ≠ k) :
    0 ≤ w (number a i * number a j * number a k) ∧
      0 ≤ w ((1 - number a i) * (1 - number a j) * (1 - number a k)) := by
  obtain ⟨hc, hn⟩ := particle_hole h
  constructor
  · rw [← triple_eq h hij hik hjk]
    exact hw.nonneg _
  · -- the same argument for holes
    rw [← hn i, ← hn j, ← hn k, ← triple_eq hc hij hik hjk]
    exact hw.nonneg _

/-- The T1 expression is the weight of "all filled" plus the weight of "all empty". -/
theorem t1_eq_weights {a : ι → A} (h : IsCAR a) {w : A →ₗ[ℂ] ℂ} (hw : IsState w)
    {i j k : ι} (hij : i ≠ j) (hik : i ≠ k) (hjk : j ≠ k) :
    t1 a w i j k = w (number a i * number a j * number a k)
      + w ((1 - number a i) * (1 - number a j) * (1 - number a k)) := by
  -- the three-body term cancels between particles and holes
  have e : number a i * number a j * number a k
      + (1 - number a i) * (1 - number a j) * (1 - number a k)
      = 1 - number a i - number a j - number a k
        + number a i * number a j + number a i * number a k + number a j * number a k := by
    noncomm_ring
  rw [← map_add, e]
  unfold t1 twoRDM oneRDM
  rw [pair_eq h hij, pair_eq h hik, pair_eq h hjk]
  simp only [map_add, map_sub, hw.norm, number]

/-- The diagonal T1 condition: for three distinct modes,
`1 - g(i,i) - g(j,j) - g(k,k) + D(ij,ij) + D(ik,ik) + D(jk,jk)` is real and nonnegative. -/
theorem t1_condition {a : ι → A} (h : IsCAR a) {w : A →ₗ[ℂ] ℂ} (hw : IsState w)
    {i j k : ι} (hij : i ≠ j) (hik : i ≠ k) (hjk : j ≠ k) :
    0 ≤ 1 - oneRDM a w i i - oneRDM a w j j - oneRDM a w k k
      + twoRDM a w i j i j + twoRDM a w i k i k + twoRDM a w j k j k := by
  change 0 ≤ t1 a w i j k
  rw [t1_eq_weights h hw hij hik hjk]
  obtain ⟨h1, h2⟩ := weights_nonneg h hw hij hik hjk
  exact add_nonneg h1 h2

/-- The T1 expression vanishes exactly when the state gives no weight to "all three filled"
and none to "all three empty". -/
theorem t1_eq_zero_iff {a : ι → A} (h : IsCAR a) {w : A →ₗ[ℂ] ℂ} (hw : IsState w)
    {i j k : ι} (hij : i ≠ j) (hik : i ≠ k) (hjk : j ≠ k) :
    t1 a w i j k = 0 ↔ w (number a i * number a j * number a k) = 0 ∧
      w ((1 - number a i) * (1 - number a j) * (1 - number a k)) = 0 := by
  obtain ⟨h1, h2⟩ := weights_nonneg h hw hij hik hjk
  rw [t1_eq_weights h hw hij hik hjk]
  exact add_eq_zero_iff_of_nonneg h1 h2

/-- Three half-filled modes have total pair occupation at least one half. -/
theorem half_filled_pairs {a : ι → A} (h : IsCAR a) {w : A →ₗ[ℂ] ℂ} (hw : IsState w)
    {i j k : ι} (hij : i ≠ j) (hik : i ≠ k) (hjk : j ≠ k)
    (hi : oneRDM a w i i = 1 / 2) (hj : oneRDM a w j j = 1 / 2)
    (hk : oneRDM a w k k = 1 / 2) :
    1 / 2 ≤ twoRDM a w i j i j + twoRDM a w i k i k + twoRDM a w j k j k := by
  have e := t1_condition h hw hij hik hjk
  rw [hi, hj, hk] at e
  rw [← sub_nonneg]
  convert e using 1
  ring

/-- Integer Jordan-Wigner matrix of the annihilator of mode `m`; the binary digits of
`0, ..., 7` are the occupations of three modes. -/
def jwInt (m : Fin 3) : Matrix (Fin 8) (Fin 8) ℤ := fun r c =>
  if c.val / 2 ^ m.val % 2 = 1 ∧ r.val + 2 ^ m.val = c.val then
    (if (c.val % 2 ^ m.val % 2 + c.val % 2 ^ m.val / 2) % 2 = 0 then 1 else -1)
  else 0

/-- The Jordan-Wigner annihilators of three modes as complex matrices. -/
def jw (m : Fin 3) : Matrix (Fin 8) (Fin 8) ℂ := (Int.castRingHom ℂ).mapMatrix (jwInt m)

/-- The expectation value in the occupation-number state `c`. -/
def configState (c : Fin 8) : Matrix (Fin 8) (Fin 8) ℂ →ₗ[ℂ] ℂ where
  toFun X := X c c
  map_add' _ _ := rfl
  map_smul' _ _ := rfl

/-- The Jordan-Wigner creators are the transposed integer matrices. -/
theorem jw_star (m : Fin 3) :
    star (jw m) = (Int.castRingHom ℂ).mapMatrix (jwInt m)ᵀ := by
  ext r c
  simp [jw, Matrix.star_apply]

/-- The Jordan-Wigner matrices satisfy the anticommutation relations, and every
occupation-number state is a state. -/
theorem car_state_witness : IsCAR jw ∧ ∀ c, IsState (configState c) := by
  have d1 : ∀ i j, jwInt i * jwInt j + jwInt j * jwInt i = 0 := by decide +kernel
  have d2 : ∀ i, jwInt i * (jwInt i)ᵀ + (jwInt i)ᵀ * jwInt i = 1 := by decide +kernel
  have d3 : ∀ i j, i ≠ j → jwInt i * (jwInt j)ᵀ + (jwInt j)ᵀ * jwInt i = 0 := by
    decide +kernel
  refine ⟨⟨fun i j => ?_, fun i => ?_, fun i j hij => ?_⟩, fun c => ⟨?_, fun X => ?_⟩⟩
  · simp only [jw]
    rw [← map_mul, ← map_mul, ← map_add, d1, map_zero]
  · rw [jw_star, jw, ← map_mul, ← map_mul, ← map_add, d2, map_one]
  · rw [jw_star, jw, ← map_mul, ← map_mul, ← map_add, d3 i j hij, map_zero]
  · exact Matrix.one_apply_eq c
  · change 0 ≤ (star X * X) c c
    rw [Matrix.mul_apply]
    exact Finset.sum_nonneg fun k _ => star_mul_self_nonneg (X k c)

/-- The T1 bound is sharp: it is attained by the state in which only mode 0 is filled. -/
theorem t1_sharp : t1 jw (configState 1) 0 1 2 = 0 := by
  have g0 : ∀ i, ((jwInt i)ᵀ * jwInt i) 1 1 = if i = 0 then 1 else 0 := by decide +kernel
  have D0 : ∀ i j, ((jwInt i)ᵀ * (jwInt j)ᵀ * jwInt j * jwInt i) 1 1 = 0 := by
    decide +kernel
  have hg : ∀ i, oneRDM jw (configState 1) i i = ((if i = 0 then 1 else 0 : ℤ) : ℂ) := by
    intro i
    refine Eq.trans ?_ (congrArg (Int.cast : ℤ → ℂ) (g0 i))
    unfold oneRDM
    rw [jw_star, jw, ← map_mul]
    rfl
  have hD : ∀ i j, twoRDM jw (configState 1) i j i j = ((0 : ℤ) : ℂ) := by
    intro i j
    refine Eq.trans ?_ (congrArg (Int.cast : ℤ → ℂ) (D0 i j))
    unfold twoRDM
    simp only [jw_star]
    simp only [jw]
    rw [← map_mul, ← map_mul, ← map_mul]
    rfl
  simp [t1, hg, hD]

end

end DiagonalT1
```

```lean
#print axioms DiagonalT1.t1_condition
-- 'DiagonalT1.t1_condition' depends on axioms: [propext, Classical.choice, Quot.sound]
#print axioms DiagonalT1.t1_eq_zero_iff
-- 'DiagonalT1.t1_eq_zero_iff' depends on axioms: [propext, Classical.choice, Quot.sound]
#print axioms DiagonalT1.half_filled_pairs
-- 'DiagonalT1.half_filled_pairs' depends on axioms: [propext, Classical.choice, Quot.sound]
#print axioms DiagonalT1.t1_sharp
-- 'DiagonalT1.t1_sharp' depends on axioms: [propext, Classical.choice, Quot.sound]
```

## Modes, states and density matrices

The modes are labelled by a type `ι`, which may be infinite; in electronic structure they are orthonormal spin orbitals. Each mode \(i\) has an annihilator \(a_i\), written `a i`, in a ring `A` with complex scalars and an adjoint operation. The creator \(a_i^\dagger\) is `star (a i)`. The structure `IsCAR` postulates the canonical anticommutation relations
\[
a_i a_j+a_j a_i=0,\qquad a_i a_i^\dagger+a_i^\dagger a_i=1,\qquad a_i a_j^\dagger+a_j^\dagger a_i=0\quad(i\neq j),
\]
which carry the antisymmetry of fermions and the Pauli principle. The number operator is \(n_i=a_i^\dagger a_i\).

A state is a complex-linear functional \(w\) on `A`, with \(w(X)\) read as the expectation value \(\langle X\rangle\). `IsState` asks for \(w(1)=1\) and \(w(x^\dagger x)\ge 0\) for every \(x\). For a state vector \(\psi\), the second requirement says that \(\|x\psi\|^2\) is nonnegative. Mixed states are included, and the particle number need not be fixed.

The density matrices follow the convention
\[
g(i,j)=w(a_i^\dagger a_j),\qquad D(ij,kl)=w(a_i^\dagger a_j^\dagger a_l a_k),
\]
with the last two annihilators in reversed order. They are `oneRDM` and `twoRDM`, and no factor \(1/2\) or \(1/N\) is included. The theorem `t1_condition` then says that, for pairwise distinct \(i,j,k\),
\[
0\le 1-g(i,i)-g(j,j)-g(k,k)+D(ij,ij)+D(ik,ik)+D(jk,jk).
\]
The right side is a complex number. In the order on \(\mathbb C\) used here, \(0\le z\) means that \(z\) is real and nonnegative, so the statement contains both facts.

With more than three modes, the T1 condition used in the theory of \(N\)-representability is stronger: it requires a whole matrix, indexed by triples of modes, to be positive semidefinite. The inequality here concerns one diagonal element of that matrix. Nonnegative diagonal elements are necessary for a positive semidefinite matrix, but they are not sufficient once the matrix is larger than \(1\times 1\). With exactly three modes there is only one triple, and the two conditions coincide.

## Why three-body terms disappear

The first step is that \(n_j\) commutes with \(a_i\) when \(i\neq j\). Moving \(a_i\) to the left past two operators costs two signs:
\[
a_j^\dagger a_j a_i=-a_j^\dagger a_i a_j=a_i a_j^\dagger a_j .
\]
The diagonal pair operator is therefore a product of occupations,
\[
a_i^\dagger a_j^\dagger a_j a_i=a_i^\dagger n_j a_i=a_i^\dagger a_i n_j=n_i n_j ,
\]
and \(D(ij,ij)=w(n_i n_j)\) is the probability that both modes are filled.

Next take \(x=a_k a_j a_i\). Moving \(n_k\) to the right twice gives
\[
x^\dagger x=a_i^\dagger a_j^\dagger n_k a_j a_i=a_i^\dagger a_j^\dagger a_j a_i\,n_k=n_i n_j n_k .
\]
Positivity of the state yields \(w(n_i n_j n_k)\ge 0\).

The same argument applies to holes. Put \(b_m=a_m^\dagger\). Taking adjoints of the first relation, and reordering the sums in the other two, shows that the \(b_m\) obey the same anticommutation relations. Their number operators are
\[
b_m^\dagger b_m=a_m a_m^\dagger=1-n_m .
\]
Hence \(w\big((1-n_i)(1-n_j)(1-n_k)\big)\ge 0\) as well.

Finally, expand the hole product:
\[
(1-n_i)(1-n_j)(1-n_k)=1-n_i-n_j-n_k+n_i n_j+n_i n_k+n_j n_k-n_i n_j n_k .
\]
Adding \(n_i n_j n_k\) removes the only term that would need a three-particle density matrix. Applying \(w\) gives
\[
T_1=w(n_i n_j n_k)+w\big((1-n_i)(1-n_j)(1-n_k)\big),
\]
where \(T_1\) denotes the expression in the theorem. Both terms are nonnegative, so \(T_1\ge 0\), and \(T_1=0\) exactly when both vanish.

A count makes this concrete. If exactly \(m\) of the three modes are filled, the expression equals \(1-m+m(m-1)/2=(m-1)(m-2)/2\). Its values for \(m=0,1,2,3\) are \(1,0,0,1\).

## Half filling and a state that reaches the bound

Suppose \(g(i,i)=g(j,j)=g(k,k)=1/2\). The condition becomes
\[
D(ij,ij)+D(ik,ik)+D(jk,jk)\ge\tfrac12 ,
\]
which is `half_filled_pairs`. Two half-filled modes can avoid each other completely, with exactly one of them filled at all times. Three cannot do this pairwise, because among three modes two must share the same occupation.

The bound zero is reached. In the state of three modes with only mode 0 filled, one occupation is 1, the other two are 0 and all pair occupations vanish, so \(T_1=1-1=0\). This is `t1_sharp`.

## How the Lean proof follows the algebra

`number_comm` writes the commutator of \(n_j\) and \(a_i\) as a combination of two anticommutators. The tactic `noncomm_ring` checks that identity without assuming that operators commute, and the relations then make the combination zero. `pair_eq` and `triple_eq` are the two reordering calculations above, line by line.

`particle_hole` proves that the creators satisfy `IsCAR` and have number operators \(1-n_i\). This lets `weights_nonneg` use `triple_eq` twice, once for particles and once for holes, each time followed by positivity of the state. `t1_eq_weights` expands the triple products, again with `noncomm_ring`, and identifies the remaining terms with elements of the density matrices. `t1_condition` adds the two nonnegative weights, and `t1_eq_zero_iff` uses the fact that a sum of two nonnegative numbers is zero only if both are.

The remaining part supplies an explicit model. `jwInt` defines the Jordan–Wigner annihilators of three modes as \(8\times 8\) integer matrices. The binary digits of a basis index are the occupations, and the sign counts the filled modes of lower index. `configState c` takes the diagonal entry \(X_{cc}\) of a matrix \(X\), which is the expectation value in the occupation-number state \(c\). In `car_state_witness`, the anticommutation relations are decided by exact integer arithmetic and carried over to complex matrices. Positivity holds because \((X^\dagger X)_{cc}=\sum_k |X_{kc}|^2\). `t1_sharp` evaluates the needed entries in state 1, whose binary digits say that only mode 0 is filled.

## The inequality in reduced-density-matrix calculations

In a variational calculation that minimises the energy over two-particle density matrices without a wavefunction, this inequality is a necessary constraint on the diagonal elements in the chosen orbital basis, though it does not guarantee that the matrix comes from a state. A semidefinite program that imposes the full T1 condition builds the T1 matrix as an affine function of \(g\) and \(D\) and requires it to be positive semidefinite. The diagonal inequalities are then implied.

They also give a cheap check on density matrices from any source. With an array `n` of occupations and an array `P` of pair occupations \(D(ij,ij)\), a loop over triples \(i<j<k\) evaluates

```python
t1 = 1 - n[i] - n[j] - n[k] + P[i, j] + P[i, k] + P[j, k]
```

and reports values below zero by more than the numerical tolerance. A genuine violation shows that no fermionic state has these density matrices.

Two conventions matter when `P` is filled. The indices refer to spin orbitals, so entries of spin-summed density matrices cannot be inserted directly, and in general the sums do not determine the spin-resolved values. The storage order also varies: if an array `G[p, q, r, s]` holds \(\langle a_p^\dagger a_r^\dagger a_s a_q\rangle\), the pair occupation is `G[i, i, j, j]`, and any prefactor such as \(1/2\) in the stored array has to be removed.
